# The minimax barrier between neighbouring wells in the E ⊗ e Jahn–Teller model with linear and quadratic coupling

## Distortions, couplings and energies

A distortion along the doubly degenerate e mode is written as one complex number $z=x+iy$, with $x$ and $y$ its two real components. The electronic doublet responds through the coupling $f(z)=Vz+G\bar z^2$, where $V$ is the linear and $G$ the quadratic coupling constant. With $f$ and $\bar f$ as the off-diagonal elements of a $2\times2$ matrix whose diagonal is zero, the electronic energies are $\pm|f|$. Adding the elastic energy with force constant $k$ gives the lower adiabatic sheet

$$W(z)=\tfrac{k}{2}|z|^2-|Vz+G\bar z^2| .$$

The quadratic coupling $G\bar z^2$ is defined without a factor $1/2$, and energies are measured from the undistorted configuration $z=0$, one of the points where the two sheets meet. We take $V,G>0$ and $k>2G$. The last condition says that the elastic restoring force outweighs the quadratic coupling, so that the lower sheet rises at large distortion in every direction.

Set $m=V/(k-2G)$ and $\tau=e^{2\pi i/3}$. The two wells considered are $m$ and $\tau m$. They are global minima: since $|f(z)|\le V|z|+G|z|^2$, we have $W(z)\ge\frac{k-2G}{2}|z|^2-V|z|\ge-\frac{V^2}{2(k-2G)}$, and both points attain this value. This short argument justifies the word "well" and is not part of the Lean file.

## The barrier as a least ceiling

Let

$$B=-\frac{V^2}{2(k+2G)} .$$

Every continuous path from $m$ to $\tau m$ contains a point with $W\ge B$, and some continuous path has $W\le B$ throughout. Hence $B$ is the lowest energy ceiling under which the two wells can be connected.

In Lean, `lowerSheet k V G z` is $W(z)$, `well k V G` is $m$, `threefold` is $\tau$ and `barrier k V G` is $B$. Every theorem about energies has $V,G>0$ and $k>2G$ as hypotheses, which the docstrings do not repeat. The theorem `exists_barrier_le_on_path` takes a function `γ : ℝ → ℂ` that is continuous on $[0,1]$ and has the prescribed endpoints; its values elsewhere are irrelevant. The path may wind, cross itself or pass through the degeneracy at $z=0$.

The theorem `barrier_isLeast` considers the set of all real $E$ for which some such path satisfies $W\le E$ on $[0,1]$. `IsLeast` says that $B$ belongs to this set and is a lower bound for it, so the minimax is attained.

For an electronic structure calculation whose energies have been fitted to this two-coordinate model, with harmonic elasticity and coupling through second order, $B$ is the classical threshold energy, measured from $z=0$, for pseudorotation between these wells on the lower sheet. Its height above the well bottoms is $B+\frac{V^2}{2(k-2G)}=\frac{2GV^2}{k^2-4G^2}$. Nuclear kinetic energy, tunnelling, other modes and higher-order couplings are absent.

## Every path crosses a ridge

Consider $g(z)=\sqrt3\,x-|y|$. At the first well $g(m)=\sqrt3\,m>0$. At the second, $\tau m=-\frac m2+i\frac{\sqrt3}{2}m$, so $g(\tau m)=-\sqrt3\,m<0$. By continuity, $g$ vanishes somewhere on the path.

At such a point $|y|=\sqrt3\,x$, so $x\ge0$ and $y^2=3x^2$. The point lies on one of the rays at angles $\pm\pi/3$, or at the origin. There

$$\bar z^2=x^2-y^2-2ixy=-2x^2-2ixy=-2xz,$$

so the two couplings are collinear and $f(z)=(V-2Gx)z$. With $r=|z|=2x$,

$$W=\tfrac k2r^2-|V-Gr|\,r .$$

If $Gr\le V$, completing the square gives

$$W=\frac{k+2G}{2}\left(r-\frac{V}{k+2G}\right)^2-\frac{V^2}{2(k+2G)}\ge B .$$

If $Gr\ge V$, then $W=\frac{k-2G}{2}r^2+Vr\ge0\ge B$. This proves the lower bound.

## A path that stays under the ceiling

Let $u$ be a complex number with $|u|=1$. Since $|w|\ge\operatorname{Re}(\bar u w)$ for every complex $w$,

$$W(z)\le Q_u(z)=\tfrac k2|z|^2-\operatorname{Re}\bigl(\bar u(Vz+G\bar z^2)\bigr).$$

Setting the derivative of $Q_u$ with respect to $\bar z$ to zero gives $kz=Vu+2G\bar u\bar z$. The conjugate equation is $k\bar z=V\bar u+2Guz$. Multiplying the first by $k$ and inserting the second yields $k^2z=kVu+2GV\bar u^2+4G^2z$, hence

$$z(u)=\frac{V(ku+2G\bar u^2)}{k^2-4G^2}.$$

At a stationary point of a quadratic function without constant term, the value is half the linear part. Therefore

$$Q_u(z(u))=-\tfrac V2\operatorname{Re}(\bar u z(u))=-\frac{V^2(k+2G\operatorname{Re}u^3)}{2(k^2-4G^2)} .$$

Because $\operatorname{Re}u^3\ge-1$, this is at most $-\frac{V^2(k-2G)}{2(k^2-4G^2)}=B$.

Now turn $u$ from $1$ to $\tau$ along the unit circle. At both ends $\bar u^2=u$, so $z(u)=\frac{V(k+2G)}{k^2-4G^2}u=mu$. The curve $z(u)$ thus joins $m$ to $\tau m$ with $W\le B$ all along.

## The Lean file

```lean
import Mathlib

open Set
open scoped ComplexConjugate

namespace WarpedJahnTellerBarrier

noncomputable section

/-- Lower adiabatic energy sheet of the E ⊗ e model with force constant `k`, linear coupling `V`
and quadratic coupling `G`, at the complex distortion `z`. -/
def lowerSheet (k V G : ℝ) (z : ℂ) : ℝ :=
  k * ‖z‖ ^ 2 / 2 - ‖(V : ℂ) * z + (G : ℂ) * (conj z) ^ 2‖

/-- The distortion `V / (k - 2G)` on the positive real axis. -/
def well (k V G : ℝ) : ℂ := ((V / (k - 2 * G) : ℝ) : ℂ)

/-- The threefold rotation `exp (2πi/3)` of the distortion plane. -/
def threefold : ℂ := Complex.exp (((2 * Real.pi / 3 : ℝ) : ℂ) * Complex.I)

/-- The energy `-V² / (2(k + 2G))`. -/
def barrier (k V G : ℝ) : ℝ := -V ^ 2 / (2 * (k + 2 * G))

/-- The distortion `V (k u + 2G conj(u)²) / (k² - 4G²)` assigned to a complex phase `u`. -/
def valley (k V G : ℝ) (u : ℂ) : ℂ :=
  ((V / (k ^ 2 - 4 * G ^ 2) : ℝ) : ℂ) * ((k : ℂ) * u + ((2 * G : ℝ) : ℂ) * (conj u) ^ 2)

/-- Cartesian components of the threefold rotation. -/
theorem threefold_components : threefold.re = -1 / 2 ∧ threefold.im = √3 / 2 := by
  have h : 2 * Real.pi / 3 = Real.pi - Real.pi / 3 := by ring
  constructor
  · rw [threefold, Complex.exp_ofReal_mul_I_re, h, Real.cos_pi_sub, Real.cos_pi_div_three]
    norm_num
  · rw [threefold, Complex.exp_ofReal_mul_I_im, h, Real.sin_pi_sub, Real.sin_pi_div_three]

/-- On the two rays at angles `±π/3` to the positive real axis, the lower sheet is nowhere below
`-V² / (2(k + 2G))`. -/
theorem barrier_le_on_ridge {k V G : ℝ} (hV : 0 < V) (hG : 0 < G) (hk : 2 * G < k)
    {z : ℂ} (hz : |z.im| = √3 * z.re) : barrier k V G ≤ lowerSheet k V G z := by
  have h3 : (0 : ℝ) < √3 := by positivity
  have hx : 0 ≤ z.re := by
    by_contra h
    have h1 := mul_neg_of_pos_of_neg h3 (not_le.mp h)
    linarith [abs_nonneg z.im]
  have hy : z.im ^ 2 = 3 * z.re ^ 2 := by
    rw [← sq_abs, hz, mul_pow, Real.sq_sqrt (by norm_num)]
  -- on the ridge the linear and quadratic couplings are collinear
  have hw : (V : ℂ) * z + (G : ℂ) * (conj z) ^ 2 = ((V - 2 * G * z.re : ℝ) : ℂ) * z := by
    apply Complex.ext
    · simp only [pow_two, Complex.add_re, Complex.mul_re, Complex.mul_im, Complex.ofReal_re,
        Complex.ofReal_im, Complex.conj_re, Complex.conj_im]
      linear_combination (-G) * hy
    · simp only [pow_two, Complex.add_im, Complex.mul_re, Complex.mul_im, Complex.ofReal_re,
        Complex.ofReal_im, Complex.conj_re, Complex.conj_im]
      ring
  have hn : ‖z‖ = 2 * z.re := by
    apply (sq_eq_sq₀ (norm_nonneg z) (by positivity)).mp
    rw [Complex.sq_norm, Complex.normSq_apply]
    linear_combination hy
  rw [lowerSheet, hw, norm_mul, Complex.norm_real, Real.norm_eq_abs, hn]
  rcases le_total 0 (V - 2 * G * z.re) with h | h
  · -- inner part of the ridge: complete the square
    rw [abs_of_nonneg h, barrier, div_le_iff₀ (by linarith)]
    nlinarith [sq_nonneg ((k + 2 * G) * (2 * z.re) - V)]
  · -- outer part of the ridge: the energy is nonnegative
    have hb : barrier k V G ≤ 0 :=
      div_nonpos_of_nonpos_of_nonneg (by nlinarith [sq_nonneg V]) (by linarith)
    rw [abs_of_nonpos h]
    nlinarith [mul_nonneg hV.le hx, mul_nonneg (sub_pos.mpr hk).le (sq_nonneg z.re)]

/-- Every continuous path from the distortion `V / (k - 2G)` to its image under the threefold
rotation contains a point with energy at least `-V² / (2(k + 2G))`. -/
theorem exists_barrier_le_on_path {k V G : ℝ} (hV : 0 < V) (hG : 0 < G) (hk : 2 * G < k)
    (γ : ℝ → ℂ) (hγ : ContinuousOn γ (Icc 0 1)) (h0 : γ 0 = well k V G)
    (h1 : γ 1 = threefold * well k V G) :
    ∃ t ∈ Icc (0 : ℝ) 1, barrier k V G ≤ lowerSheet k V G (γ t) := by
  have hm : 0 < V / (k - 2 * G) := div_pos hV (sub_pos.mpr hk)
  have hg : Continuous (fun z : ℂ => √3 * z.re - |z.im|) :=
    (continuous_const.mul Complex.continuous_re).sub Complex.continuous_im.abs
  have hf : ContinuousOn (fun t => √3 * (γ t).re - |(γ t).im|) (Icc 0 1) :=
    hg.comp_continuousOn hγ
  have hstart : 0 ≤ √3 * (γ 0).re - |(γ 0).im| := by
    rw [h0, well, Complex.ofReal_re, Complex.ofReal_im, abs_zero, sub_zero]
    positivity
  have hend : √3 * (γ 1).re - |(γ 1).im| ≤ 0 := by
    have hr : (γ 1).re = -1 / 2 * (V / (k - 2 * G)) := by
      rw [h1, well, Complex.re_mul_ofReal, threefold_components.1]
    have hp : 0 ≤ √3 * (V / (k - 2 * G)) := by positivity
    rw [hr]
    linarith [abs_nonneg (γ 1).im]
  -- the path has to leave the sector around the first well
  obtain ⟨t, ht, hzero⟩ := intermediate_value_Icc' zero_le_one hf ⟨hend, hstart⟩
  have hzero' : √3 * (γ t).re - |(γ t).im| = 0 := hzero
  exact ⟨t, ht, barrier_le_on_ridge hV hG hk (by linarith)⟩

/-- For every phase `u` of modulus one, the energy at the distortion `valley k V G u` is at most
`-V² / (2(k + 2G))`. -/
theorem valley_le_barrier {k V G : ℝ} (hV : 0 < V) (hG : 0 < G) (hk : 2 * G < k)
    {u : ℂ} (hu : ‖u‖ = 1) : lowerSheet k V G (valley k V G u) ≤ barrier k V G := by
  have hD : 0 < k ^ 2 - 4 * G ^ 2 := by nlinarith
  obtain ⟨c, hcdef⟩ : ∃ c, c = V / (k ^ 2 - 4 * G ^ 2) := ⟨_, rfl⟩
  have hc0 : 0 < c := by rw [hcdef]; exact div_pos hV hD
  have hc : c * (k ^ 2 - 4 * G ^ 2) = V := by rw [hcdef]; exact div_mul_cancel₀ V hD.ne'
  obtain ⟨z, hz⟩ : ∃ z, z = valley k V G u := ⟨_, rfl⟩
  rw [← hz]
  rw [valley, ← hcdef] at hz
  obtain ⟨a, ha⟩ : ∃ a, a = u.re := ⟨_, rfl⟩
  obtain ⟨b, hb⟩ : ∃ b, b = u.im := ⟨_, rfl⟩
  have hs : a ^ 2 + b ^ 2 = 1 := by
    have h := Complex.sq_norm u
    rw [hu, Complex.normSq_apply, ← ha, ← hb] at h
    linear_combination -h
  have hr : z.re = c * (k * a + 2 * G * (a ^ 2 - b ^ 2)) := by
    rw [hz, Complex.re_ofReal_mul]
    simp only [pow_two, Complex.add_re, Complex.mul_re, Complex.mul_im, Complex.ofReal_re,
      Complex.ofReal_im, Complex.conj_re, Complex.conj_im, ← ha, ← hb]
    ring
  have hi : z.im = c * (k * b - 4 * G * a * b) := by
    rw [hz, Complex.im_ofReal_mul]
    simp only [pow_two, Complex.add_im, Complex.mul_re, Complex.mul_im, Complex.ofReal_re,
      Complex.ofReal_im, Complex.conj_re, Complex.conj_im, ← ha, ← hb]
    ring
  -- the norm of the coupling dominates its projection on the phase `u`
  have hp := (le_abs_self _).trans
    (Complex.abs_re_le_norm (conj u * ((V : ℂ) * z + (G : ℂ) * (conj z) ^ 2)))
  rw [norm_mul, RCLike.norm_conj, hu, one_mul] at hp
  have he : (conj u * ((V : ℂ) * z + (G : ℂ) * (conj z) ^ 2)).re
      = V * (a * z.re + b * z.im)
        + G * (a * (z.re ^ 2 - z.im ^ 2) - 2 * b * z.re * z.im) := by
    simp only [pow_two, Complex.add_re, Complex.add_im, Complex.mul_re, Complex.mul_im,
      Complex.ofReal_re, Complex.ofReal_im, Complex.conj_re, Complex.conj_im, ← ha, ← hb]
    ring
  rw [he] at hp
  obtain ⟨C, hC⟩ : ∃ C, C = a ^ 3 - 3 * a * b ^ 2 := ⟨_, rfl⟩
  have hN : z.re ^ 2 + z.im ^ 2 = c ^ 2 * (k ^ 2 + 4 * G ^ 2 + 4 * k * G * C) := by
    rw [hr, hi, hC]
    linear_combination c ^ 2 * (k ^ 2 + 4 * G ^ 2 * (a ^ 2 + b ^ 2 + 1)) * hs
  have hL : a * z.re + b * z.im = c * (k + 2 * G * C) := by
    rw [hr, hi, hC]
    linear_combination c * k * hs
  have hQ : a * (z.re ^ 2 - z.im ^ 2) - 2 * b * z.re * z.im
      = c ^ 2 * ((k ^ 2 + 4 * G ^ 2) * C + 4 * k * G) := by
    rw [hr, hi, hC]
    linear_combination c ^ 2 * (4 * k * G * (a ^ 2 + b ^ 2 + 1)
      + 4 * G ^ 2 * (a ^ 3 - 3 * a * b ^ 2)) * hs
  have hE : k * (z.re ^ 2 + z.im ^ 2) / 2 - (V * (a * z.re + b * z.im)
      + G * (a * (z.re ^ 2 - z.im ^ 2) - 2 * b * z.re * z.im))
      = -(V * c * (k + 2 * G * C)) / 2 := by
    rw [hN, hL, hQ]
    linear_combination c * (k + 2 * G * C) / 2 * hc
  have hB : barrier k V G = -(V * c * (k - 2 * G)) / 2 := by
    have hne : 2 * (k + 2 * G) ≠ 0 := by linarith
    rw [barrier, div_eq_iff hne]
    linear_combination V * hc
  -- the cosine of the tripled angle is at least `-1`
  have hC1 : 0 ≤ C + 1 := by
    have ha1 : 0 ≤ a + 1 := by nlinarith [sq_nonneg b]
    have hfac : C + 1 = (a + 1) * (2 * a - 1) ^ 2 := by
      rw [hC]
      linear_combination (-3 * a) * hs
    rw [hfac]
    positivity
  have hpos : 0 ≤ V * c * G * (C + 1) := by positivity
  have hn : ‖z‖ ^ 2 = z.re ^ 2 + z.im ^ 2 := by
    rw [Complex.sq_norm, Complex.normSq_apply]
    ring
  rw [lowerSheet, hn, hB]
  linarith

/-- Some continuous path joins the distortion `V / (k - 2G)` to its image under the threefold
rotation with energy at most `-V² / (2(k + 2G))` all along. -/
theorem exists_path_le_barrier {k V G : ℝ} (hV : 0 < V) (hG : 0 < G) (hk : 2 * G < k) :
    ∃ γ : ℝ → ℂ, Continuous γ ∧ γ 0 = well k V G ∧ γ 1 = threefold * well k V G ∧
      ∀ t, lowerSheet k V G (γ t) ≤ barrier k V G := by
  have hd : 0 < k - 2 * G := sub_pos.mpr hk
  have hD : 0 < k ^ 2 - 4 * G ^ 2 := by nlinarith
  have hreal : V / (k ^ 2 - 4 * G ^ 2) * (k + 2 * G) = V / (k - 2 * G) := by
    rw [div_mul_eq_mul_div, div_eq_div_iff hD.ne' hd.ne']
    ring
  -- a phase with `conj(u)² = u` is sent to the rotated well
  have hfix : ∀ u : ℂ, (conj u) ^ 2 = u → valley k V G u = u * well k V G := by
    intro u hu
    rw [valley, hu, well, ← hreal]
    push_cast
    ring
  have hτ : (conj threefold) ^ 2 = threefold := by
    have h3 : √3 * √3 = (3 : ℝ) := Real.mul_self_sqrt (by norm_num)
    apply Complex.ext
    · simp only [pow_two, Complex.mul_re, Complex.conj_re, Complex.conj_im,
        threefold_components.1, threefold_components.2]
      linear_combination (-1 / 4) * h3
    · simp only [pow_two, Complex.mul_im, Complex.conj_re, Complex.conj_im,
        threefold_components.1, threefold_components.2]
      ring
  have hcu : Continuous
      (fun t : ℝ => Complex.exp (((2 * Real.pi / 3 * t : ℝ) : ℂ) * Complex.I)) :=
    Complex.continuous_exp.comp
      ((Complex.continuous_ofReal.comp (continuous_const.mul continuous_id')).mul
        continuous_const)
  have hcv : Continuous (valley k V G) :=
    continuous_const.mul ((continuous_const.mul continuous_id').add
      (continuous_const.mul (Complex.continuous_conj.pow 2)))
  refine ⟨fun t => valley k V G
    (Complex.exp (((2 * Real.pi / 3 * t : ℝ) : ℂ) * Complex.I)), hcv.comp hcu, ?_, ?_, ?_⟩
  · have h := hfix 1 (by simp)
    rw [one_mul] at h
    simpa only [mul_zero, Complex.ofReal_zero, zero_mul, Complex.exp_zero] using h
  · have h := hfix threefold hτ
    simpa only [mul_one, threefold] using h
  · intro t
    exact valley_le_barrier hV hG hk (Complex.norm_exp_ofReal_mul_I _)

/-- The energy `-V² / (2(k + 2G))` is the least ceiling `E` under which a continuous path can join
the distortion `V / (k - 2G)` to its image under the threefold rotation. -/
theorem barrier_isLeast {k V G : ℝ} (hV : 0 < V) (hG : 0 < G) (hk : 2 * G < k) :
    IsLeast {E : ℝ | ∃ γ : ℝ → ℂ, ContinuousOn γ (Icc 0 1) ∧ γ 0 = well k V G ∧
      γ 1 = threefold * well k V G ∧ ∀ t ∈ Icc (0 : ℝ) 1, lowerSheet k V G (γ t) ≤ E}
      (barrier k V G) := by
  constructor
  · obtain ⟨γ, hγ, h0, h1, hE⟩ := exists_path_le_barrier hV hG hk
    exact ⟨γ, hγ.continuousOn, h0, h1, fun t _ => hE t⟩
  · rintro E ⟨γ, hγ, h0, h1, hE⟩
    obtain ⟨t, ht, hb⟩ := exists_barrier_le_on_path hV hG hk γ hγ h0 h1
    exact hb.trans (hE t ht)

end

end WarpedJahnTellerBarrier
```

```lean
#print axioms WarpedJahnTellerBarrier.barrier_isLeast
```

```
'WarpedJahnTellerBarrier.barrier_isLeast' depends on axioms: [propext, Classical.choice, Quot.sound]
```

## Ridge and crossing in the proof

`threefold_components` supplies the Cartesian components of $\tau$ from the cosine and sine of $\pi/3$.

`barrier_le_on_ridge` proves the energy bound on the two rays. Its hypothesis `|z.im| = √3 * z.re` already forces $x\ge0$. The step `hw` is the factorisation $f(z)=(V-2Gx)z$, checked on real and imaginary parts, and `hn` is $|z|=2x$. The case split on the sign of $V-2Gx$ follows the two branches above. On the inner branch `nlinarith` receives the square $((k+2G)\,2x-V)^2$, which is the completed square with its denominator cleared.

`exists_barrier_le_on_path` applies the intermediate value theorem, in its version for a function that starts high and ends low, to $g$ along the path. The resulting zero is passed to the ridge lemma.

## Valley and minimax in the proof

`valley k V G u` is $z(u)$. The lemma `valley_le_barrier` does not derive it as a stationary point; it inserts the formula and evaluates the upper bound $Q_u$ there. With $u=a+ib$, $c=V/(k^2-4G^2)$ and $C=\operatorname{Re}u^3=a^3-3ab^2$, the steps `hN`, `hL` and `hQ` compute $|z|^2$, $\operatorname{Re}(\bar uz)$ and $\operatorname{Re}(\bar u\bar z^2)$. Each is a polynomial identity modulo $a^2+b^2=1$, which `linear_combination` verifies. The step `hE` assembles them into $Q_u(z(u))=-\frac12Vc(k+2GC)$, and `hp` is the projection inequality $\operatorname{Re}(\bar uf)\le|f|$. The bound $C\ge-1$ comes from the factorisation

$$C+1=(a+1)(2a-1)^2 .$$

`exists_path_le_barrier` builds the path with $u=e^{2\pi it/3}$. Its step `hfix` shows that a phase with $\bar u^2=u$ is sent to $mu$, and `hτ` confirms this condition for $\tau$. The path is continuous, and its energy bound holds, for all real $t$.

In `barrier_isLeast`, this path shows that $B$ is an admissible ceiling. For any other admissible $E$, the crossing theorem gives a time $t$ on its path with $B\le W(\gamma(t))\le E$.
